# The Rytova–Keldysh potential as an average of Coulomb potentials: Coulomb tail and logarithmic core

## Units, weight and potential

Units are Gaussian with $e^2=1$, and the surroundings are vacuum. For a length $r_0>0$, the layer average of a function $f$ of height $z>0$ is

$$\langle f\rangle=\int_0^\infty \frac{e^{-z/r_0}}{r_0}\,f(z)\,dz .$$

The Rytova–Keldysh potential at in-plane distance $r>0$ is the layer average of the Coulomb potential:

$$V(r)=\Big\langle \frac{1}{\sqrt{r^2+z^2}}\Big\rangle .$$

## A polarisable sheet

A thin sheet with in-plane polarisability screens an in-plane wavevector $q>0$ by the factor $1+r_0q$. The screening length $r_0$ stands for the strength of that polarisability and is an input here. $V$ is the repulsion between two unit charges in the sheet; an electron and a hole attract with $-V$. It serves as the interaction in effective-mass models of excitons in monolayers, for a static, linear response and zero thickness. The height $z$ in the layer average is an auxiliary variable, not a position inside the material, and $r_0$ is not the thickness of the sheet.

## Momentum space

The average of an exponential is

$$\langle e^{-qz}\rangle=\frac1{r_0}\int_0^\infty e^{-(1/r_0+q)z}dz=\frac{1}{1+r_0q}.$$

At $q=0$ this says that the weight is normalised. Multiplying by $2\pi/q$ for $q>0$ gives

$$\Big\langle \frac{2\pi e^{-qz}}{q}\Big\rangle=\frac{2\pi}{q(1+r_0q)} .$$

## The Coulomb tail

Since $rV(r)=\langle r/\sqrt{r^2+z^2}\rangle$ and the ratio is below 1 for $z>0$, we have $rV(r)<1$. For $0<r<s$,

$$r^2(s^2+z^2)<s^2(r^2+z^2),$$

because $r^2z^2<s^2z^2$. The ratio therefore grows strictly with $r$ at each height, and so does $rV(r)$. Moreover

$$1-\frac zr\le\frac{r}{r+z}\le\frac{r}{\sqrt{r^2+z^2}}\le1,$$

so the ratio tends to 1 as $r\to\infty$. The weight dominates the integrand, hence $rV(r)\to1$.

## The logarithmic core

Let $0<r\le r_0$ and split $r_0V(r)=\int_0^\infty e^{-z/r_0}/\sqrt{r^2+z^2}\,dz$ at $z=r_0$.

Below $r_0$, use $1-z/r_0\le e^{-z/r_0}\le1$ and $z\le\sqrt{r^2+z^2}$. The integrand lies between $1/\sqrt{r^2+z^2}-1/r_0$ and $1/\sqrt{r^2+z^2}$, so this part lies between $\operatorname{arsinh}(r_0/r)-1$ and $\operatorname{arsinh}(r_0/r)$. Above $r_0$, the square root exceeds $r_0$, so the integrand is at most the weight and contributes between 0 and 1.

For $x=r_0/r\ge1$, $\operatorname{arsinh}x=\ln(x+\sqrt{1+x^2})$ lies between $\ln x$ and $\ln 3x$. Therefore

$$\ln\frac{r_0}{r}-1\le r_0V(r)\le\ln\frac{r_0}{r}+\ln3+1 .$$

Writing $\ln(r_0/r)=\ln r_0+\ln(1/r)$ and dividing by $\ln(1/r)\to\infty$ gives $r_0V(r)/\ln(1/r)\to1$ as $r\to0^+$. Lengths are plain numbers here; changing their unit does not alter the limit.

## The theorem in Lean

`layerAverage r0 f` is $\langle f\rangle$ and `keldyshPotential r0 r` is $V(r)$. Assuming only `0 < r0`, `rytova_keldysh` joins five statements: the momentum-space formula, strict growth of $rV(r)$ on `Ioi 0`, the bound by 1, the limit along `atTop`, and the limit along `𝓝[>] 0`, which means from above.

The link between the two averages is the two-dimensional Fourier transform of $1/\sqrt{r^2+z^2}$, namely $2\pi e^{-qz}/q$. That transform is taken from electrostatics and is not derived in the file, nor is the screening factor.

```lean
import Mathlib

open MeasureTheory Filter Set
open scoped Real Topology

namespace RytovaKeldysh

noncomputable section

/-- Average of `f` over heights `z > 0` with weight `exp (-z/r0) / r0`, for `r0 > 0`. -/
def layerAverage (r0 : ℝ) (f : ℝ → ℝ) : ℝ :=
  ∫ z in Ioi (0 : ℝ), Real.exp (-z / r0) / r0 * f z

/-- The Rytova-Keldysh potential at in-plane distance `r > 0` with screening length `r0 > 0`:
the layer average of the Coulomb potential `1 / √(r² + z²)`. -/
def keldyshPotential (r0 r : ℝ) : ℝ :=
  layerAverage r0 (fun z => 1 / √(r ^ 2 + z ^ 2))

/-- The layer average of `exp (-q z)` is `1 / (1 + r0 q)` for `q ≥ 0`. -/
theorem layerAverage_exp {r0 q : ℝ} (h0 : 0 < r0) (hq : 0 ≤ q) :
    layerAverage r0 (fun z => Real.exp (-q * z)) = 1 / (1 + r0 * q) := by
  have e : ∀ z : ℝ, Real.exp (-z / r0) / r0 * Real.exp (-q * z)
      = r0⁻¹ * Real.exp (-(r0⁻¹ + q) * z) := by
    intro z
    rw [show -(r0⁻¹ + q) * z = -z / r0 + -q * z by ring, Real.exp_add]
    ring
  have hi := inv_pos.2 h0
  unfold layerAverage
  simp_rw [e]
  rw [integral_const_mul, integral_exp_mul_Ioi (by linarith), mul_zero, Real.exp_zero,
    neg_div_neg_eq]
  simp only [one_div]
  rw [← mul_inv, mul_add, mul_inv_cancel₀ h0.ne']

/-- For `q > 0` the layer average of `2π exp (-q z) / q` is `2π / (q (1 + r0 q))`. -/
theorem layerAverage_coulomb {r0 q : ℝ} (h0 : 0 < r0) (hq : 0 < q) :
    layerAverage r0 (fun z => 2 * π * Real.exp (-q * z) / q)
      = 2 * π / (q * (1 + r0 * q)) := by
  have h : layerAverage r0 (fun z => 2 * π * Real.exp (-q * z) / q)
      = 2 * π / q * layerAverage r0 (fun z => Real.exp (-q * z)) := by
    unfold layerAverage
    rw [← integral_const_mul]
    congr 1
    funext z
    ring
  rw [h, layerAverage_exp h0 hq.le, div_mul_div_comm, mul_one]

/-- The exponential weight is integrable over the half-line. -/
theorem weight_integrable {r0 : ℝ} (h0 : 0 < r0) :
    IntegrableOn (fun z => Real.exp (-z / r0) / r0) (Ioi 0) := by
  have e : (fun z : ℝ => Real.exp (-z / r0) / r0)
      = fun z => Real.exp (-r0⁻¹ * z) / r0 := by
    funext z
    rw [show -z / r0 = -r0⁻¹ * z by ring]
  rw [e]
  exact Integrable.div_const (exp_neg_integrableOn_Ioi 0 (inv_pos.2 h0)) r0

/-- The ratio of the in-plane distance to the full distance is at most one. -/
theorem ratio_le_one (r z : ℝ) : r / √(r ^ 2 + z ^ 2) ≤ 1 :=
  div_le_one_of_le₀ (Real.le_sqrt_of_sq_le (by nlinarith [sq_nonneg z])) (Real.sqrt_nonneg _)

/-- The weighted ratio of in-plane to full distance is integrable over heights. -/
theorem ratio_integrable {r0 r : ℝ} (h0 : 0 < r0) (hr : 0 < r) :
    IntegrableOn (fun z => Real.exp (-z / r0) / r0 * (r / √(r ^ 2 + z ^ 2))) (Ioi 0) := by
  have hs : ∀ z : ℝ, √(r ^ 2 + z ^ 2) ≠ 0 := fun z => (Real.sqrt_pos.2 (by positivity)).ne'
  have hc : Continuous (fun z => Real.exp (-z / r0) / r0 * (r / √(r ^ 2 + z ^ 2))) :=
    Continuous.mul (by fun_prop) (Continuous.div (by fun_prop) (by fun_prop) hs)
  refine Integrable.mono' (weight_integrable h0) hc.aestronglyMeasurable
    (ae_of_all _ fun z => ?_)
  rw [Real.norm_of_nonneg (by positivity)]
  exact mul_le_of_le_one_right (by positivity) (ratio_le_one r z)

/-- If two profiles are integrable against the weight and one lies strictly below the other at all
heights `z > 0`, the same holds for their layer averages. -/
theorem layerAverage_lt {r0 : ℝ} (h0 : 0 < r0) {g h : ℝ → ℝ}
    (hg : IntegrableOn (fun z => Real.exp (-z / r0) / r0 * g z) (Ioi 0))
    (hh : IntegrableOn (fun z => Real.exp (-z / r0) / r0 * h z) (Ioi 0))
    (hlt : ∀ z, 0 < z → g z < h z) : layerAverage r0 g < layerAverage r0 h := by
  have hpos : ∀ z ∈ Ioi (0 : ℝ),
      0 < Real.exp (-z / r0) / r0 * h z - Real.exp (-z / r0) / r0 * g z := fun z hz =>
    sub_pos.2 (mul_lt_mul_of_pos_left (hlt z hz) (by positivity))
  rw [← sub_pos]
  unfold layerAverage
  rw [← integral_sub hh hg]
  refine (setIntegral_pos_iff_support_of_nonneg_ae
    (ae_restrict_of_forall_mem measurableSet_Ioi fun z hz => (hpos z hz).le) (hh.sub hg)).2 ?_
  refine lt_of_lt_of_le ?_
    (measure_mono (s := Ioi (0 : ℝ)) fun z hz => ⟨(hpos z hz).ne', hz⟩)
  simp [Real.volume_Ioi]

/-- For `0 < r ≤ r0` the potential times `r0` equals `ln (r0/r)` up to bounded corrections. -/
theorem keldysh_log_bounds {r0 r : ℝ} (hr : 0 < r) (hrr : r ≤ r0) :
    Real.log (r0 / r) - 1 ≤ r0 * keldyshPotential r0 r ∧
      r0 * keldyshPotential r0 r ≤ Real.log (r0 / r) + Real.log 3 + 1 := by
  have h0 : 0 < r0 := hr.trans_le hrr
  have hs : ∀ z : ℝ, 0 < √(r ^ 2 + z ^ 2) := fun z => Real.sqrt_pos.2 (by positivity)
  have hzs : ∀ z : ℝ, z ≤ √(r ^ 2 + z ^ 2) := fun z =>
    Real.le_sqrt_of_sq_le (by nlinarith [sq_nonneg r])
  have hV : r0 * keldyshPotential r0 r
      = ∫ z in Ioi (0 : ℝ), Real.exp (-z / r0) / √(r ^ 2 + z ^ 2) := by
    unfold keldyshPotential layerAverage
    rw [← integral_const_mul]
    congr 1
    funext z
    have := (hs z).ne'
    field_simp
  have hf : IntegrableOn (fun z => Real.exp (-z / r0) / √(r ^ 2 + z ^ 2)) (Ioi 0) := by
    refine Integrable.congr (Integrable.const_mul (ratio_integrable h0 hr) (r0 / r))
      (ae_of_all _ fun z => ?_)
    have := (hs z).ne'
    show r0 / r * (Real.exp (-z / r0) / r0 * (r / √(r ^ 2 + z ^ 2))) = _
    field_simp
  have h1 := hf.mono_set (Ioc_subset_Ioi_self : Ioc (0 : ℝ) r0 ⊆ Ioi 0)
  have h2 := hf.mono_set (Ioi_subset_Ioi h0.le)
  have hc : Continuous (fun z : ℝ => 1 / √(r ^ 2 + z ^ 2)) :=
    Continuous.div (by fun_prop) (by fun_prop) fun z => (hs z).ne'
  have hg : IntegrableOn (fun z : ℝ => 1 / √(r ^ 2 + z ^ 2)) (Ioc 0 r0) :=
    (hc.intervalIntegrable 0 r0).1
  -- the bare Coulomb integral up to height r0
  have hI : ∫ z in Ioc 0 r0, 1 / √(r ^ 2 + z ^ 2) = Real.arsinh (r0 / r) := by
    rw [← intervalIntegral.integral_of_le h0.le,
      intervalIntegral.integral_eq_sub_of_hasDerivAt (f := fun z => Real.arsinh (z / r))
        (fun z _ => ?_) (hc.intervalIntegrable 0 r0)]
    · simp
    · have e : √(r ^ 2 + z ^ 2) = r * √(1 + (z / r) ^ 2) := by
        rw [show r ^ 2 + z ^ 2 = r ^ 2 * (1 + (z / r) ^ 2) by field_simp,
          Real.sqrt_mul (sq_nonneg r), Real.sqrt_sq hr.le]
      rw [e]
      refine ((Real.hasDerivAt_arsinh (z / r)).comp z
        ((hasDerivAt_id z).div_const r)).congr_deriv ?_
      ring
  have hup : ∫ z in Ioc 0 r0, Real.exp (-z / r0) / √(r ^ 2 + z ^ 2)
      ≤ ∫ z in Ioc 0 r0, 1 / √(r ^ 2 + z ^ 2) := by
    refine setIntegral_mono_on h1 hg measurableSet_Ioc fun z hz => ?_
    exact div_le_div_of_nonneg_right (Real.exp_le_one_iff.2
      (div_nonpos_of_nonpos_of_nonneg (by linarith [hz.1]) h0.le)) (hs z).le
  have hk : IntegrableOn (fun _ : ℝ => 1 / r0) (Ioc 0 r0) :=
    (continuous_const.intervalIntegrable 0 r0).1
  have hlow : ∫ z in Ioc 0 r0, (1 / √(r ^ 2 + z ^ 2) - 1 / r0)
      ≤ ∫ z in Ioc 0 r0, Real.exp (-z / r0) / √(r ^ 2 + z ^ 2) := by
    refine setIntegral_mono_on (hg.sub hk) h1 measurableSet_Ioc fun z _ => ?_
    have a : (-z / r0 + 1) / √(r ^ 2 + z ^ 2) ≤ Real.exp (-z / r0) / √(r ^ 2 + z ^ 2) :=
      div_le_div_of_nonneg_right (Real.add_one_le_exp _) (hs z).le
    have b : z / √(r ^ 2 + z ^ 2) / r0 ≤ 1 / r0 :=
      div_le_div_of_nonneg_right ((div_le_one (hs z)).2 (hzs z)) h0.le
    have c : (-z / r0 + 1) / √(r ^ 2 + z ^ 2)
        = 1 / √(r ^ 2 + z ^ 2) - z / √(r ^ 2 + z ^ 2) / r0 := by ring
    linarith
  have hone : ∫ _z in Ioc 0 r0, 1 / r0 = 1 := by
    rw [← intervalIntegral.integral_of_le h0.le, intervalIntegral.integral_const, smul_eq_mul,
      sub_zero, mul_one_div_cancel h0.ne']
  rw [integral_sub hg hk, hI, hone] at hlow
  -- the tail above height r0 contributes between 0 and 1
  have ht0 : 0 ≤ ∫ z in Ioi r0, Real.exp (-z / r0) / √(r ^ 2 + z ^ 2) :=
    setIntegral_nonneg measurableSet_Ioi fun z _ => by positivity
  have hw : ∫ z in Ioi (0 : ℝ), Real.exp (-z / r0) / r0 = 1 := by
    simpa [layerAverage] using layerAverage_exp h0 le_rfl
  have ht1 : ∫ z in Ioi r0, Real.exp (-z / r0) / √(r ^ 2 + z ^ 2) ≤ 1 := by
    rw [← hw]
    refine (setIntegral_mono_on h2 ((weight_integrable h0).mono_set (Ioi_subset_Ioi h0.le))
      measurableSet_Ioi fun z hz => ?_).trans
      (setIntegral_mono_set (weight_integrable h0) (ae_of_all _ fun z => ?_)
        (Ioi_subset_Ioi h0.le).eventuallyLE)
    · exact div_le_div_of_nonneg_left (Real.exp_pos _).le h0 ((le_of_lt hz).trans (hzs z))
    · show 0 ≤ Real.exp (-z / r0) / r0
      positivity
  have hx : 1 ≤ r0 / r := (one_le_div hr).2 hrr
  have hx0 : 0 < r0 / r := by positivity
  have ha : Real.log (r0 / r) ≤ Real.arsinh (r0 / r) :=
    Real.log_le_log hx0 (le_add_of_nonneg_right (Real.sqrt_nonneg _))
  have hb : Real.arsinh (r0 / r) ≤ Real.log 3 + Real.log (r0 / r) := by
    rw [← Real.log_mul (by norm_num) hx0.ne']
    have hq : √(1 + (r0 / r) ^ 2) ≤ 2 * (r0 / r) :=
      Real.sqrt_le_iff.2 ⟨by positivity, by nlinarith⟩
    exact Real.log_le_log (by positivity) (by linarith)
  rw [hV, ← Ioc_union_Ioi_eq_Ioi h0.le,
    setIntegral_union (Set.Ioc_disjoint_Ioi le_rfl) measurableSet_Ioi h1 h2]
  constructor <;> linarith

/-- The layer average turns `2π exp (-q z) / q` into `2π / (q (1 + r0 q))`; for the Rytova-Keldysh
potential `V`, `r V(r)` is strictly increasing, below `1` and tends to `1` at infinity, and `r0 V(r)
/ ln (1/r)` tends to `1` as `r → 0⁺`. -/
theorem rytova_keldysh {r0 : ℝ} (h0 : 0 < r0) :
    (∀ q, 0 < q → layerAverage r0 (fun z => 2 * π * Real.exp (-q * z) / q)
      = 2 * π / (q * (1 + r0 * q))) ∧
    StrictMonoOn (fun r => r * keldyshPotential r0 r) (Ioi 0) ∧
    (∀ r, 0 < r → r * keldyshPotential r0 r < 1) ∧
    Tendsto (fun r => r * keldyshPotential r0 r) atTop (𝓝 1) ∧
    Tendsto (fun r => r0 * keldyshPotential r0 r / Real.log (1 / r)) (𝓝[>] 0) (𝓝 1) := by
  have hV : ∀ r, r * keldyshPotential r0 r
      = layerAverage r0 (fun z => r / √(r ^ 2 + z ^ 2)) := by
    intro r
    unfold keldyshPotential layerAverage
    rw [← integral_const_mul]
    congr 1
    funext z
    ring
  have hw : layerAverage r0 (fun _ => 1) = 1 := by
    simpa using layerAverage_exp h0 le_rfl
  have hwi : IntegrableOn (fun z => Real.exp (-z / r0) / r0 * 1) (Ioi 0) := by
    simpa using weight_integrable h0
  refine ⟨fun q hq => layerAverage_coulomb h0 hq, ?_, ?_, ?_, ?_⟩
  · -- the integrand grows strictly with r at every height
    intro r hr s hs hrs
    have hr' : 0 < r := hr
    have hs' : 0 < s := hs
    simp only [hV]
    refine layerAverage_lt h0 (ratio_integrable h0 hr) (ratio_integrable h0 hs) fun z hz => ?_
    rw [div_lt_div_iff₀ (Real.sqrt_pos.2 (by positivity)) (Real.sqrt_pos.2 (by positivity))]
    refine lt_of_pow_lt_pow_left₀ 2 (by positivity) ?_
    rw [mul_pow, mul_pow, Real.sq_sqrt (by positivity), Real.sq_sqrt (by positivity)]
    have : r ^ 2 * z ^ 2 < s ^ 2 * z ^ 2 := by gcongr
    linarith
  · intro r hr
    rw [hV, ← hw]
    refine layerAverage_lt h0 (ratio_integrable h0 hr) hwi fun z hz => ?_
    rw [div_lt_one (Real.sqrt_pos.2 (by positivity))]
    exact Real.lt_sqrt_of_sq_lt (by nlinarith [pow_pos hz 2])
  · -- dominated convergence, with the weight itself as the bound
    simp only [hV]
    rw [← hw]
    unfold layerAverage
    refine tendsto_integral_filter_of_dominated_convergence
      (fun z => Real.exp (-z / r0) / r0) ?_ ?_ (weight_integrable h0) ?_
    · filter_upwards [eventually_gt_atTop 0] with r hr
      exact (ratio_integrable h0 hr).aestronglyMeasurable
    · filter_upwards [eventually_gt_atTop 0] with r hr
      refine ae_of_all _ fun z => ?_
      rw [Real.norm_of_nonneg (by positivity)]
      exact mul_le_of_le_one_right (by positivity) (ratio_le_one r z)
    · refine ae_restrict_of_forall_mem measurableSet_Ioi fun z hz => ?_
      have hz' : 0 < z := hz
      refine Tendsto.const_mul _ ?_
      have hl : Tendsto (fun r : ℝ => 1 - z / r) atTop (𝓝 1) := by
        simpa using (tendsto_const_nhds (x := (1 : ℝ))).sub
          ((tendsto_const_nhds (x := z)).div_atTop tendsto_id)
      refine tendsto_of_tendsto_of_tendsto_of_le_of_le' hl tendsto_const_nhds ?_
        (Eventually.of_forall fun r => ratio_le_one r z)
      filter_upwards [eventually_gt_atTop 0] with r hr
      have h1 : r / (r + z) ≤ r / √(r ^ 2 + z ^ 2) :=
        div_le_div_of_nonneg_left hr.le (Real.sqrt_pos.2 (by positivity))
          (Real.sqrt_le_iff.2 ⟨by positivity, by nlinarith [mul_pos hr hz']⟩)
      have h2 : 1 - z / r ≤ r / (r + z) := by
        rw [le_div_iff₀ (by positivity)]
        have e : (1 - z / r) * (r + z) = r - z ^ 2 / r := by
          field_simp
          ring
        have : 0 ≤ z ^ 2 / r := by positivity
        linarith
      exact h2.trans h1
  · -- divide the logarithmic bounds by ln (1/r)
    have hL : Tendsto (fun r : ℝ => Real.log (1 / r)) (𝓝[>] 0) atTop := by
      simp only [one_div]
      exact Real.tendsto_log_atTop.comp tendsto_inv_nhdsGT_zero
    have hlim : ∀ a : ℝ, Tendsto (fun r : ℝ => 1 + a / Real.log (1 / r)) (𝓝[>] 0) (𝓝 1) := by
      intro a
      simpa using (tendsto_const_nhds (x := (1 : ℝ))).add
        ((tendsto_const_nhds (x := a)).div_atTop hL)
    have hb : ∀ᶠ r in 𝓝[>] (0 : ℝ),
        1 + (Real.log r0 - 1) / Real.log (1 / r)
          ≤ r0 * keldyshPotential r0 r / Real.log (1 / r) ∧
        r0 * keldyshPotential r0 r / Real.log (1 / r)
          ≤ 1 + (Real.log r0 + Real.log 3 + 1) / Real.log (1 / r) := by
      filter_upwards [Ioo_mem_nhdsGT h0, hL.eventually_gt_atTop 0] with r hr hp
      obtain ⟨hl, hu⟩ := keldysh_log_bounds hr.1 hr.2.le
      have e : Real.log (r0 / r) = Real.log r0 + Real.log (1 / r) := by
        rw [← Real.log_mul h0.ne' (one_div_pos.2 hr.1).ne', mul_one_div]
      rw [e] at hl hu
      constructor
      · rw [le_div_iff₀ hp, add_mul, div_mul_cancel₀ _ hp.ne']
        linarith
      · rw [div_le_iff₀ hp, add_mul, div_mul_cancel₀ _ hp.ne']
        linarith
    exact tendsto_of_tendsto_of_tendsto_of_le_of_le' (hlim _) (hlim _)
      (hb.mono fun _ h => h.1) (hb.mono fun _ h => h.2)

end

end RytovaKeldysh
```

```lean
#print axioms RytovaKeldysh.rytova_keldysh
```

```
'RytovaKeldysh.rytova_keldysh' depends on axioms: [propext, Classical.choice, Quot.sound]
```

## How the proof runs

`layerAverage_exp` merges the exponentials and integrates; `layerAverage_coulomb` pulls out $2\pi/q$. `weight_integrable`, `ratio_le_one` and `ratio_integrable` supply integrability by comparison with the weight.

`layerAverage_lt` turns a strict inequality at every height into one between averages: the difference is positive on a set of positive measure. It yields both the growth and the bound by 1. For the tail, `tendsto_integral_filter_of_dominated_convergence` takes the weight as its bound.

`keldysh_log_bounds` follows the split at $r_0$. It gets the arsinh integral by differentiating `Real.arsinh (z / r)`, and `Real.add_one_le_exp` supplies the lower bound on the exponential. The main theorem then divides these bounds by the logarithm and squeezes.

## In an exciton code

In the effective-mass model, a momentum-space code can use $-2\pi/(q(1+r_0q))$ as the electron–hole matrix element, up to the area normalisation, with separate treatment of the integrable $1/q$ singularity. Codes built on Bloch states also include band overlaps and, in many cases, electron–hole exchange. A real-space finite-difference code for the same model evaluates $V(r)$ on a grid. With $z=r_0t$ the average can be computed by Gauss–Laguerre quadrature, but more nodes are needed as $r/r_0$ decreases, because the integrand becomes sharply peaked near $t=0$. At $r=0$ the potential diverges logarithmically, so a grid point there cannot take the value of $V$ itself; an average over the grid cell is one finite replacement.
